# The larger second-order shift sets the sign of the core-valence separation error in a three-state chain

A core excitation of energy e lies among other excited states. Core-valence separation neglects its coupling to valence excitations, which makes X-ray spectra cheaper to compute. Is the resulting energy too high or too low? Second-order perturbation theory says that a valence excitation at e − p, coupled by a, pushes the core level up by a²/p, while a valence excitation at e + q, coupled by b, pushes it down by b²/q. For these three states alone, with p, q > 0 and no direct coupling between the two valence excitations, comparing the two shifts gives the exact sign of the error at any coupling strength, provided that the middle of the three exact levels is taken as the core level. If the upward push is larger, neglecting the couplings gives too low an energy; if the downward push is larger, too high.

```lean
import Mathlib

open Matrix

namespace CoreValenceSeparationSign

noncomputable section

/-- The Hamiltonian of a core excitation of energy `e`, coupled by `a` to a valence excitation at
`e - p` and by `b` to another valence excitation at `e + q`. -/
def hamiltonian (e p q a b : ℝ) : Matrix (Fin 3) (Fin 3) ℝ :=
  !![e - p, a, 0; a, e, b; 0, b, e + q]
```

The basis order is lower valence, core, upper valence. `Matrix (Fin 3) (Fin 3) ℝ` is a real 3×3 matrix with indices 0, 1, 2. The zero corners mean that the outer states do not couple directly. Such a matrix could be a three-state block of a Bethe-Salpeter problem in the Tamm-Dancoff approximation, with real, energy-independent couplings.

```lean
/-- The Hamiltonian is Hermitian. -/
theorem hamiltonian_isHermitian (e p q a b : ℝ) : (hamiltonian e p q a b).IsHermitian := by
  apply Matrix.IsHermitian.ext
  intro i j
  fin_cases i <;> fin_cases j <;> simp [hamiltonian]
```

A `theorem` gives its statement after the colon and its proof after `:=`. This proof checks all nine entries for symmetry.

```lean
/-- The eigenvalues of the Hamiltonian in decreasing order: `0` labels the highest,
`1` the middle and `2` the lowest. -/
def level (e p q a b : ℝ) (k : Fin 3) : ℝ :=
  (hamiltonian_isHermitian e p q a b).eigenvalues₀ (Fin.cast (Fintype.card_fin 3).symm k)
```

Write E₀ ≥ E₁ ≥ E₂ for `level e p q a b 0`, `1` and `2`. They are Mathlib's eigenvalues of the matrix, counted from the top, whereas the basis was listed from the bottom. For positive gaps p and q, E₁ = e at zero coupling. At strong coupling "middle" still refers to energy order and does not promise mainly core character.

```lean
/-- The secular equation: the characteristic polynomial of the Hamiltonian, written out in the
energies and couplings, factorises over the three ordered eigenvalues. -/
theorem secular_equation (e p q a b t : ℝ) :
    (t - level e p q a b 0) * (t - level e p q a b 1) * (t - level e p q a b 2) =
      (t - e + p) * ((t - e) * (t - e - q) - b ^ 2) - a ^ 2 * (t - e - q) := by
  have hH := hamiltonian_isHermitian e p q a b
  -- the product over eigenvalues does not depend on how they are labelled
  have h1 : ∏ i, (t - hH.eigenvalues i) = ∏ j, (t - hH.eigenvalues₀ j) :=
    Equiv.prod_comp (Fintype.equivOfCardEq (Fintype.card_fin _)).symm
      (fun j => t - hH.eigenvalues₀ j)
  have h2 : ∏ k, (t - level e p q a b k) = ∏ j, (t - hH.eigenvalues₀ j) :=
    Equiv.prod_comp (finCongr (Fintype.card_fin 3).symm) (fun j => t - hH.eigenvalues₀ j)
  have h3 : (hamiltonian e p q a b).charpoly.eval t = ∏ i, (t - hH.eigenvalues i) := by
    rw [hH.charpoly_eq, Polynomial.eval_prod]
    simp
  have h4 : (hamiltonian e p q a b).charpoly.eval t =
      (t - e + p) * ((t - e) * (t - e - q) - b ^ 2) - a ^ 2 * (t - e - q) := by
    simp [Matrix.charpoly, Matrix.det_fin_three, hamiltonian]
    ring
  rw [← h4, h3, h1, ← h2, Fin.prod_univ_three]
```

For every real t, the characteristic polynomial is

(t − E₀)(t − E₁)(t − E₂) = (t − e + p)[(t − e)(t − e − q) − b²] − a²(t − e − q).

By hand, one expands det(t − H), where H is the Hamiltonian. That is `h4`; `h3` supplies the factorisation over eigenvalues, and `h1` and `h2` match their labels.

```lean
/-- For positive gaps `p` and `q`, the lowest eigenvalue is at most the lower valence energy `e - p`
and the highest is at least the upper valence energy `e + q`. -/
theorem outer_levels (e a b : ℝ) {p q : ℝ} (hp : 0 < p) (hq : 0 < q) :
    level e p q a b 2 ≤ e - p ∧ e + q ≤ level e p q a b 0 := by
  have anti : ∀ i j : Fin 3, i ≤ j → level e p q a b j ≤ level e p q a b i :=
    fun i j hij => (hamiltonian_isHermitian e p q a b).eigenvalues₀_antitone hij
  have h01 := anti 0 1 (by decide)
  have h12 := anti 1 2 (by decide)
  constructor
  · -- otherwise the characteristic polynomial would be negative at `e - p`
    by_contra h
    have h := not_le.mp h
    have hs := secular_equation e p q a b (e - p)
    have hpos := mul_pos (mul_pos
      (show 0 < level e p q a b 0 - (e - p) by linarith)
      (show 0 < level e p q a b 1 - (e - p) by linarith))
      (show 0 < level e p q a b 2 - (e - p) by linarith)
    nlinarith [mul_nonneg (sq_nonneg a) (add_pos hp hq).le]
  · -- otherwise it would be positive at `e + q`
    by_contra h
    have h := not_le.mp h
    have hs := secular_equation e p q a b (e + q)
    have hpos := mul_pos (mul_pos
      (show 0 < e + q - level e p q a b 0 by linarith)
      (show 0 < e + q - level e p q a b 1 by linarith))
      (show 0 < e + q - level e p q a b 2 by linarith)
    nlinarith [mul_nonneg (sq_nonneg b) (add_pos hp hq).le]
```

The hypotheses `hp` and `hq` say that the gaps are positive. The claim is E₂ ≤ e − p and E₀ ≥ e + q. At the two outer energies the polynomial equals

t = e − p: a²(p + q) ≥ 0
t = e + q: −b²(p + q) ≤ 0.

If E₂ were above e − p, all three factors t − Eₖ would be negative there, and so would their product, a contradiction. If E₀ were below e + q, all three would be positive there, again a contradiction. Lean follows the same two arguments, with `by_contra` assuming the opposite and `nlinarith` finding the clash.

```lean
/-- For positive gaps, the shift of the middle eigenvalue from `e`, times the distances of the
outer eigenvalues from `e`, equals `p q` times the difference of the second-order shifts. -/
theorem exact_shift (e a b : ℝ) {p q : ℝ} (hp : 0 < p) (hq : 0 < q) :
    (level e p q a b 0 - e) * (e - level e p q a b 2) * (level e p q a b 1 - e) =
      p * q * (a ^ 2 / p - b ^ 2 / q) := by
  have hs := secular_equation e p q a b e
  have hr : p * q * (a ^ 2 / p - b ^ 2 / q) = a ^ 2 * q - b ^ 2 * p := by
    field_simp
  rw [hr]
  linear_combination hs
```

Setting t = e in the secular equation gives

(e − E₀)(e − E₁)(e − E₂) = a²q − b²p.

Reversing the signs of the first two factors leaves the product unchanged, so

(E₀ − e)(e − E₂)(E₁ − e) = pq(a²/p − b²/q).

Measure energies from the uncoupled core level, so that e = 0, and take p = 1, q = 2, a = 2, b = 1. The polynomial is

t³ − t² − 7t + 7 = (t − 1)(t² − 7),

so the levels are √7, 1 and −√7. Both sides of the shift formula equal 7. The middle level lies at 1, and neglecting the couplings puts it too low, at 0. The second-order estimate, 4 − 1/2 = 3.5, has the right sign but overstates the shift. The coupling here is strong: the middle state has core weight 1/3, less than the lowest state's 0.40 or so, so the example checks the formula and does not model a well-defined core line.

```lean
/-- Sign of the core-valence separation error, with the middle eigenvalue taken as the exact core
level: for positive gaps, the middle eigenvalue lies above, below or at the uncoupled core energy
`e` exactly when `a² / p` is greater than, less than or equal to `b² / q`. -/
theorem separation_error_sign (e a b : ℝ) {p q : ℝ} (hp : 0 < p) (hq : 0 < q) :
    (e < level e p q a b 1 ↔ b ^ 2 / q < a ^ 2 / p) ∧
    (level e p q a b 1 < e ↔ a ^ 2 / p < b ^ 2 / q) ∧
    (level e p q a b 1 = e ↔ a ^ 2 / p = b ^ 2 / q) := by
  obtain ⟨hlow, hhigh⟩ := outer_levels e a b hp hq
  have h := exact_shift e a b hp hq
  have hpq : 0 < p * q := mul_pos hp hq
  -- the outer eigenvalues lie on opposite sides of `e`, so the prefactor is positive
  have hK : 0 < (level e p q a b 0 - e) * (e - level e p q a b 2) :=
    mul_pos (by linarith) (by linarith)
  have up : e < level e p q a b 1 ↔ b ^ 2 / q < a ^ 2 / p := by
    rw [← sub_pos (a := level e p q a b 1), ← sub_pos (a := a ^ 2 / p)]
    exact (mul_pos_iff_of_pos_left hK).symm.trans
      ((iff_of_eq (congrArg (fun x : ℝ => 0 < x) h)).trans (mul_pos_iff_of_pos_left hpq))
  have eq : level e p q a b 1 = e ↔ a ^ 2 / p = b ^ 2 / q := by
    constructor
    · intro h0
      rw [h0, sub_self, mul_zero] at h
      exact sub_eq_zero.mp ((mul_eq_zero.mp h.symm).resolve_left hpq.ne')
    · intro h0
      rw [h0, sub_self, mul_zero] at h
      exact sub_eq_zero.mp ((mul_eq_zero.mp h).resolve_left hK.ne')
  refine ⟨up, ?_, eq⟩
  -- the remaining case follows by trichotomy
  rw [lt_iff_le_and_ne, lt_iff_le_and_ne, ← not_lt, ← not_lt, up, Ne, Ne, eq]
```

The symbol `↔` means "if and only if", and `∧` means "and". By the bounds on the outer levels, E₀ − e ≥ q > 0 and e − E₂ ≥ p > 0, so the prefactor is positive (`hK`). Hence E₁ − e and a²/p − b²/q have the same sign. Lean proves the "above" and "equal" cases; "below" is what remains.

```lean
/-- For nonzero gaps and balanced second-order shifts, the vector with core component one, lower
valence component `a / p` and upper valence component `-b / q` is an eigenvector with eigenvalue
`e`. -/
theorem balanced_eigenvector (e a b : ℝ) {p q : ℝ} (hp : p ≠ 0) (hq : q ≠ 0)
    (hbal : a ^ 2 / p = b ^ 2 / q) :
    hamiltonian e p q a b *ᵥ ![a / p, 1, -b / q] = e • ![a / p, 1, -b / q] := by
  have h0 : (e - p) * (a / p) + a = e * (a / p) := by
    field_simp
    ring
  have h1 : a * (a / p) + e + b * (-b / q) = e := by
    linear_combination hbal
  have h2 : b + (e + q) * (-b / q) = e * (-b / q) := by
    field_simp
    ring
  ext i
  fin_cases i
  · simpa [hamiltonian, Matrix.mulVec, dotProduct, Fin.sum_univ_three] using h0
  · simpa [hamiltonian, Matrix.mulVec, dotProduct, Fin.sum_univ_three] using h1
  · simpa [hamiltonian, Matrix.mulVec, dotProduct, Fin.sum_univ_three] using h2
```

Here `*ᵥ` applies the matrix to a vector and `•` multiplies by a number. The three rows read

(e − p)(a/p) + a = e(a/p)
a²/p + e − b²/q = e
b + (e + q)(−b/q) = e(−b/q).

Only the middle row needs the balance condition. After normalisation the core amplitude is 1/√(1 + a²/p² + b²/q²), so an unshifted energy can belong to a strongly mixed state.

```lean
/-- When both gaps equal `p > 0`, the middle eigenvalue lies above `e` exactly when the coupling `a`
to the lower valence excitation is larger in magnitude than the coupling `b` to the upper one. -/
theorem equal_gaps (e a b : ℝ) {p : ℝ} (hp : 0 < p) :
    e < level e p p a b 1 ↔ |b| < |a| := by
  rw [(separation_error_sign e a b hp hp).1, div_lt_div_iff_of_pos_right hp, sq_lt_sq]
```

With q = p the common denominator drops out, and b² < a² means |b| < |a|.

```lean
/-- For any positive gaps the middle eigenvalue can shift either way: it is above `e` for couplings
`a = p + q`, `b = q`, and below `e` for `a = p`, `b = p + q`. -/
theorem error_of_either_sign (e : ℝ) {p q : ℝ} (hp : 0 < p) (hq : 0 < q) :
    e < level e p q (p + q) q 1 ∧ level e p q p (p + q) 1 < e := by
  constructor
  · rw [(separation_error_sign e (p + q) q hp hq).1, lt_div_iff₀ hp]
    have h : q ^ 2 / q * p = q * p := by field_simp
    rw [h]
    nlinarith [mul_pos hp hq, sq_pos_of_pos hp, sq_pos_of_pos hq]
  · rw [(separation_error_sign e p (p + q) hp hq).2.1, lt_div_iff₀ hq]
    have h : p ^ 2 / p * q = p * q := by field_simp
    rw [h]
    nlinarith [mul_pos hp hq, sq_pos_of_pos hp, sq_pos_of_pos hq]

end

end CoreValenceSeparationSign
```

The first choice of couplings compares (p + q)²/p with q, and the second compares p with (p + q)²/q. Since (p + q)² > pq, the error takes each sign in turn. These couplings are large, but multiplying a and b by the same nonzero factor leaves the comparison unchanged, so weak couplings can err either way too.

```lean
#print axioms CoreValenceSeparationSign.separation_error_sign
-- 'CoreValenceSeparationSign.separation_error_sign' depends on axioms: [propext, Classical.choice, Quot.sound]
#print axioms CoreValenceSeparationSign.balanced_eigenvector
-- 'CoreValenceSeparationSign.balanced_eigenvector' depends on axioms: [propext, Classical.choice, Quot.sound]
#print axioms CoreValenceSeparationSign.equal_gaps
-- 'CoreValenceSeparationSign.equal_gaps' depends on axioms: [propext, Classical.choice, Quot.sound]
#print axioms CoreValenceSeparationSign.error_of_either_sign
-- 'CoreValenceSeparationSign.error_of_either_sign' depends on axioms: [propext, Classical.choice, Quot.sound]
```
